# Specular surface impedance for $\sigma(q)=\kappa/q$: phase $-\pi/3$ and growth as $\omega^{2/3}$

## One integral fixes the phase

Take the dimensionless integral

$$J=\int_0^\infty \frac{x}{x^3-i}\,dx=\frac{\pi}{3}\left(1+\frac{i}{\sqrt3}\right).$$

Its argument is $\pi/6$. Multiplying by $-i$ turns it by $-\pi/2$, which leaves $-\pi/3$. For specular scattering and fields varying as $e^{-i\omega t}$, the surface impedance of a metal in the extreme anomalous limit is $-iJ$ times a positive factor, so it inherits this phase. Within that limit the frequency changes only the positive factor.

## From Maxwell's equations to the integral

A metal fills $z>0$, and fields vary as $e^{-i\omega t}$. Without displacement current, the tangential electric field obeys $E''=-i\mu\omega j$, where $\mu$ is the permeability and $j$ the current density. Specular scattering allows an even continuation of $E$ to $z<0$, with a kink at the surface. In Fourier space the kink acts as a source:

$$\hat E(q)=-\frac{2E'(0^+)}{q^2-i\mu\omega\sigma(q)},$$

where $\sigma(q)$ is the transverse conductivity, even in $q$. Transforming back to $z=0$ and using $E'=i\mu\omega H$, where $H$ is the tangential magnetic field, gives

$$Z=\frac{E(0)}{H(0)}=-\frac{2i\mu\omega}{\pi}\int_0^\infty\frac{dq}{q^2-i\mu\omega\sigma(q)}.$$

When the field varies over much less than a mean free path, and over much less than the distance an electron travels in one period of the field, only electrons moving nearly parallel to the surface absorb effectively. Their share falls as $1/q$, and $\sigma(q)=\kappa/q$ for $q>0$. The constant $\kappa$ is independent of the mean free path and is set by the Fermi surface. Within this semi-infinite, specular model, a measured $Z$ therefore gives information on electronic structure.

## What the theorems say

The function `kernel b q` is $q/(q^3-ib)$. For $b>0$, `integral_kernel` states that it is absolutely integrable on $(0,\infty)$, written `IntegrableOn (kernel b) (Ioi 0)`, and that its integral is $b^{-1/3}J$.

`specularImpedance μ σ ω` is the formula for $Z$ above, taken as a definition; the field equations are not formalised. `anomalousConductivity κ` is $\kappa/q$, assumed at all $q>0$ and not derived from a transport equation. For positive real $\mu,\kappa,\omega$, `impedance_eq` gives

$$Z=\frac{2\mu}{3\sqrt3}(\mu\kappa)^{-1/3}\omega^{2/3}\,(1-i\sqrt3).$$

`impedance_norm_arg` gives the modulus, with prefactor $4\mu/(3\sqrt3)$, and the principal argument $-\pi/3$. `reactance_eq` says that the resistance $\operatorname{Re}Z$ is positive and that $\operatorname{Im}Z=-\sqrt3\operatorname{Re}Z$. The negative reactance belongs to the convention $e^{-i\omega t}$; the opposite time factor conjugates $Z$.

## Derivation by partial fractions

The cube roots of $i$ are

$$r_1=-i,\qquad r_2=\frac{\sqrt3+i}{2},\qquad r_3=\frac{-\sqrt3+i}{2}.$$

The residue of $x/(x^3-i)$ at $r_k$ is $c_k=r_k/(3r_k^2)=\bar r_k/3$, because $|r_k|=1$. Hence

$$c_1=\frac i3,\qquad c_2=\frac{\sqrt3-i}{6},\qquad c_3=\frac{-\sqrt3-i}{6},$$

and $F(x)=\sum_k c_k\log(x-r_k)$ is a primitive. No $x-r_k$ meets the real axis, so the principal logarithms stay smooth.

At large $x$, $\log(x-r_k)-\log x\to0$. Since $\sum_k c_k=0$, the terms in $\log x$ cancel and $F(x)\to0$. At the origin the numbers $-r_k$ have phases $\pi/2$, $-5\pi/6$ and $-\pi/6$, so

$$F(0)=\frac i3\cdot\frac{i\pi}{2}-\frac{\sqrt3-i}{6}\cdot\frac{5i\pi}{6}+\frac{\sqrt3+i}{6}\cdot\frac{i\pi}{6}
=-\frac\pi3-\frac{i\sqrt3\,\pi}{9}.$$

Therefore $J=-F(0)$, the stated value. Convergence is absolute: $|x^3-i|$ is at least $1$ and at least $x^3$, hence also at least $x$. Adding the last two bounds gives $x(1+x^2)\le2|x^3-i|$, so the integrand is bounded by $2/(1+x^2)$.

For general $b>0$ put $t=b^{-1/3}$. Then $(tq)^3-i=t^3(q^3-ib)$, and

$$\frac{q}{q^3-ib}=t^2\,\frac{tq}{(tq)^3-i}.$$

Substituting $x=tq$ gives $t^2\cdot t^{-1}J=b^{-1/3}J$. At $b=0$ the integrand becomes $1/q^2$ and the integral diverges at the origin, so $b\neq0$ is necessary.

With $\sigma=\kappa/q$, multiplying numerator and denominator in $Z$ by $q$ produces this integral with $b=\mu\kappa\omega$:

$$Z=-\frac{2i\mu\omega}{\pi}(\mu\kappa\omega)^{-1/3}\frac\pi3\left(1+\frac{i}{\sqrt3}\right)
=\frac{2\mu\omega}{3\sqrt3}(\mu\kappa\omega)^{-1/3}(1-i\sqrt3).$$

Collecting powers of $\omega$ gives $\omega^{2/3}$. Finally, $1-i\sqrt3=2e^{-i\pi/3}$ yields the modulus and the argument.

## The rescaling in a quadrature code

A program that integrates a more detailed $\sigma(q)$ numerically can use $x=q/(\mu\kappa\omega)^{1/3}$ as its variable, so that one grid serves all frequencies in the anomalous regime. With the factor $(\mu\kappa\omega)^{-1/3}$ taken out of the integral, the integrand decays only as $1/x^2$, and truncation at a large $X$ loses about $1/X$, which can be added back. For $\sigma=\kappa/q$ the quadrature should approach $J\approx1.0472+0.6046\,i$.

## The Lean file

```lean
import Mathlib

open MeasureTheory Set Filter Topology Real
open Complex (I)

namespace AnomalousSkinEffect

noncomputable section

/-- The extreme-anomalous integrand `q / (q³ - i b)`, for `q³ ≠ i b`. -/
def kernel (b q : ℝ) : ℂ := (q : ℂ) / ((q : ℂ) ^ 3 - I * b)

/-- Surface impedance for specular scattering, time factor `exp(-iωt)`, permeability `μ` and
transverse conductivity `σ(q)`, even in `q`; the denominator must not vanish for `q > 0`, and the
integral must converge absolutely. -/
def specularImpedance (μ : ℝ) (σ : ℝ → ℂ) (ω : ℝ) : ℂ :=
  -(2 * I * μ * ω / π) * ∫ q in Ioi (0 : ℝ), 1 / ((q : ℂ) ^ 2 - I * μ * ω * σ q)

/-- The extreme-anomalous transverse conductivity `κ / q`, for `q > 0`. -/
def anomalousConductivity (κ q : ℝ) : ℂ := (κ : ℂ) / q

/-- A sum of logarithms over the three cube roots of `i`, a primitive of `q / (q³ - i)`. -/
def primitive (x : ℝ) : ℂ :=
  I / 3 * Complex.log (x - -I) + ((√3 : ℝ) - I) / 6 * Complex.log (x - ((√3 : ℝ) + I) / 2)
    + (-(√3 : ℝ) - I) / 6 * Complex.log (x - (-(√3 : ℝ) + I) / 2)

/-- For a pole `r` off the real axis and real `x`, `x - r` avoids the cut of the logarithm. -/
theorem sub_mem_slitPlane {r : ℂ} (hr : r.im ≠ 0) (x : ℝ) : (x : ℂ) - r ∈ Complex.slitPlane :=
  Complex.mem_slitPlane_iff.2 (Or.inr (by simpa using hr))

/-- For `r` off the real axis, `log (x - r)` has derivative `1 / (x - r)` along the real axis,
and it approaches `log x` at large `x`. -/
theorem log_sub_pole {r : ℂ} (hr : r.im ≠ 0) :
    (∀ x : ℝ, HasDerivAt (fun y : ℝ => Complex.log (y - r)) (1 / (x - r)) x) ∧
    Tendsto (fun x : ℝ => Complex.log (x - r) - Real.log x) atTop (𝓝 0) := by
  constructor
  · intro x
    have h : HasDerivAt (fun y : ℝ => (y : ℂ) - r) 1 x :=
      ((hasDerivAt_id' x).ofReal_comp.sub_const r).congr_deriv Complex.ofReal_one
    exact h.clog_real (sub_mem_slitPlane hr x)
  · have hi : Tendsto (fun x : ℝ => ((x⁻¹ : ℝ) : ℂ)) atTop (𝓝 0) :=
      (Complex.continuous_ofReal.tendsto' 0 0 Complex.ofReal_zero).comp tendsto_inv_atTop_zero
    have h1 : Tendsto (fun x : ℝ => 1 - r * ((x⁻¹ : ℝ) : ℂ)) atTop (𝓝 1) := by
      simpa using (hi.const_mul r).const_sub 1
    have h2 := h1.clog Complex.one_mem_slitPlane
    rw [Complex.log_one] at h2
    refine h2.congr' ?_
    filter_upwards [eventually_gt_atTop 0] with x hx
    have hx0 : (x : ℂ) ≠ 0 := by exact_mod_cast hx.ne'
    have e : (x : ℂ) - r = x * (1 - r * ((x⁻¹ : ℝ) : ℂ)) := by
      push_cast
      linear_combination r * mul_inv_cancel₀ hx0
    have hne : 1 - r * ((x⁻¹ : ℝ) : ℂ) ≠ 0 :=
      right_ne_zero_of_mul (e ▸ Complex.slitPlane_ne_zero (sub_mem_slitPlane hr x))
    rw [e, Complex.log_ofReal_mul hx hne, add_sub_cancel_left]

/-- At `b = 1` the integrand is integrable on the half-line. -/
theorem integrable_kernel_one : IntegrableOn (kernel 1) (Ioi 0) := by
  refine Integrable.mono' ((integrable_inv_one_add_sq.const_mul 2).integrableOn (s := Ioi 0))
    (Complex.measurable_ofReal.div
      ((Complex.measurable_ofReal.pow_const 3).sub_const _)).aestronglyMeasurable
    ((ae_restrict_mem measurableSet_Ioi).mono fun x hx => ?_)
  have hx0 : 0 < x := hx
  -- the denominator dominates both 1 and x³
  have n1 := Complex.abs_im_le_norm ((x : ℂ) ^ 3 - I * (1 : ℝ))
  have n3 := (le_abs_self _).trans (Complex.abs_re_le_norm ((x : ℂ) ^ 3 - I * (1 : ℝ)))
  rw [show ((x : ℂ) ^ 3 - I * (1 : ℝ)).im = -1 by
    simp only [← Complex.ofReal_pow, Complex.sub_im, Complex.ofReal_im, Complex.ofReal_one,
      mul_one, Complex.I_im, zero_sub], abs_neg, abs_one] at n1
  rw [show ((x : ℂ) ^ 3 - I * (1 : ℝ)).re = x ^ 3 by
    simp only [← Complex.ofReal_pow, Complex.sub_re, Complex.ofReal_re, Complex.ofReal_one,
      mul_one, Complex.I_re, sub_zero]] at n3
  rw [kernel, norm_div, Complex.norm_real, Real.norm_of_nonneg hx0.le, ← div_eq_mul_inv,
    div_le_div_iff₀ (by linarith) (by positivity)]
  have hxn : x ≤ ‖(x : ℂ) ^ 3 - I * (1 : ℝ)‖ := by
    rcases le_total x 1 with h | h
    · exact h.trans n1
    · exact (le_self_pow₀ h (by norm_num)).trans n3
  linarith [show x * (1 + x ^ 2) = x + x ^ 3 by ring]

/-- At `b = 1` the integral over the half-line is `(π/3) (1 + i/√3)`. -/
theorem integral_kernel_one :
    ∫ x in Ioi (0 : ℝ), kernel 1 x = π / 3 * (1 + I / (√3 : ℝ)) := by
  have h3 : ((√3 : ℝ) : ℂ) ^ 2 = 3 := by
    exact_mod_cast Real.sq_sqrt (show (0 : ℝ) ≤ 3 by norm_num)
  have r1 : (-I).im ≠ 0 := by simp
  have r2 : ((((√3 : ℝ) : ℂ) + I) / 2).im ≠ 0 := by simp
  have r3 : ((-((√3 : ℝ) : ℂ) + I) / 2).im ≠ 0 := by simp
  have hd : ∀ x ∈ Ici (0 : ℝ), HasDerivAt primitive (kernel 1 x) x := by
    intro x _
    refine (((((log_sub_pole r1).1 x).const_mul (I / 3)).fun_add
      (((log_sub_pole r2).1 x).const_mul (((√3 : ℝ) - I) / 6))).fun_add
      (((log_sub_pole r3).1 x).const_mul ((-(√3 : ℝ) - I) / 6))).congr_deriv ?_
    have a1 := Complex.slitPlane_ne_zero (sub_mem_slitPlane r1 x)
    have a2 := Complex.slitPlane_ne_zero (sub_mem_slitPlane r2 x)
    have a3 := Complex.slitPlane_ne_zero (sub_mem_slitPlane r3 x)
    -- partial fractions over the cube roots of i
    have hD : ((x : ℂ) - -I) * (x - ((√3 : ℝ) + I) / 2) * (x - (-(√3 : ℝ) + I) / 2)
        = (x : ℂ) ^ 3 - I * (1 : ℝ) := by
      push_cast
      linear_combination ((x + I) / 4 - x) * Complex.I_sq - (x + I) / 4 * h3
    rw [mul_one_div, mul_one_div, mul_one_div, div_add_div _ _ a1 a2,
      div_add_div _ _ (mul_ne_zero a1 a2) a3, hD, kernel]
    congr 1
    linear_combination (-2 * x / 3 + I / 12 + (x + I) / 6) * Complex.I_sq
      + (-I / 12 + (x + I) / 6) * h3
  have hl : Tendsto primitive atTop (𝓝 0) := by
    have h := (((log_sub_pole r1).2.const_mul (I / 3)).add
      ((log_sub_pole r2).2.const_mul (((√3 : ℝ) - I) / 6))).add
      ((log_sub_pole r3).2.const_mul ((-(√3 : ℝ) - I) / 6))
    convert h using 1
    · funext x
      simp only [primitive]
      ring
    · simp
  -- the phases of the three roots give the value at the origin
  have hlog : ∀ θ : ℝ, -π < θ → θ ≤ π →
      Complex.log ((Real.cos θ : ℝ) + (Real.sin θ : ℝ) * I) = θ * I := by
    intro θ h1 h2
    rw [Complex.ofReal_cos, Complex.ofReal_sin, ← Complex.exp_mul_I,
      Complex.log_exp (by simpa using h1) (by simpa using h2)]
  have l1 : Complex.log (((0 : ℝ) : ℂ) - -I) = π / 2 * I := by
    rw [Complex.ofReal_zero, zero_sub, neg_neg, Complex.log_I]
  have l2 : Complex.log (((0 : ℝ) : ℂ) - ((√3 : ℝ) + I) / 2) = ((π / 6 - π : ℝ) : ℂ) * I := by
    rw [← hlog (π / 6 - π) (by linarith [Real.pi_pos]) (by linarith [Real.pi_pos]),
      Real.cos_sub_pi, Real.sin_sub_pi, Real.cos_pi_div_six, Real.sin_pi_div_six]
    congr 1
    push_cast
    ring
  have l3 : Complex.log (((0 : ℝ) : ℂ) - (-(√3 : ℝ) + I) / 2) = ((-(π / 6) : ℝ) : ℂ) * I := by
    rw [← hlog (-(π / 6)) (by linarith [Real.pi_pos]) (by linarith [Real.pi_pos]),
      Real.cos_neg, Real.sin_neg, Real.cos_pi_div_six, Real.sin_pi_div_six]
    congr 1
    push_cast
    ring
  have hs : I / ((√3 : ℝ) : ℂ) = (√3 : ℝ) * I / 3 := by
    rw [div_eq_iff (by exact_mod_cast (show √3 ≠ 0 by positivity))]
    linear_combination -(I / 3) * h3
  rw [integral_Ioi_of_hasDerivAt_of_tendsto' hd integrable_kernel_one hl, primitive, l1, l2, l3, hs]
  push_cast
  linear_combination -(π / 3 : ℂ) * Complex.I_sq

/-- For `b > 0` the integral of `q / (q³ - i b)` over the half-line converges absolutely and
equals `b^(-1/3) (π/3) (1 + i/√3)`. -/
theorem integral_kernel {b : ℝ} (hb : 0 < b) : IntegrableOn (kernel b) (Ioi 0) ∧
    ∫ q in Ioi (0 : ℝ), kernel b q
      = ((b ^ (-1 / 3 : ℝ) : ℝ) : ℂ) * (π / 3 * (1 + I / (√3 : ℝ))) := by
  -- rescale the wave number by t = b^(-1/3)
  obtain ⟨t, ht⟩ : ∃ t : ℝ, t = b ^ (-1 / 3 : ℝ) := ⟨_, rfl⟩
  have ht0 : 0 < t := ht ▸ Real.rpow_pos_of_pos hb _
  have htb : t ^ 3 * b = 1 := by
    rw [ht, ← Real.rpow_natCast, ← Real.rpow_mul hb.le,
      show (-1 / 3 : ℝ) * ((3 : ℕ) : ℝ) = -1 by norm_num, Real.rpow_neg_one,
      inv_mul_cancel₀ hb.ne']
  have hc : (t : ℂ) ^ 3 * b = 1 := by exact_mod_cast htb
  have htc : (t : ℂ) ≠ 0 := by exact_mod_cast ht0.ne'
  have hk : kernel b = fun q => (t : ℂ) ^ 2 * kernel 1 (t * q) := by
    funext q
    simp only [kernel, Complex.ofReal_one, Complex.ofReal_mul]
    rw [show ((t : ℂ) * q) ^ 3 - I * 1 = (t : ℂ) ^ 3 * ((q : ℂ) ^ 3 - I * b) by
        linear_combination I * hc,
      ← mul_div_assoc, show (t : ℂ) ^ 2 * (t * q) = (t : ℂ) ^ 3 * q by ring,
      mul_div_mul_left _ _ (pow_ne_zero 3 htc)]
  rw [← ht, hk]
  constructor
  · exact ((integrableOn_Ioi_comp_mul_left_iff (kernel 1) 0 ht0).2
      (by simpa using integrable_kernel_one)).const_mul _
  · rw [integral_const_mul, integral_comp_mul_left_Ioi (kernel 1) 0 ht0, mul_zero,
      integral_kernel_one, Complex.real_smul, Complex.ofReal_inv, ← mul_assoc,
      show (t : ℂ) ^ 2 * (t : ℂ)⁻¹ = t by rw [pow_two, mul_assoc, mul_inv_cancel₀ htc, mul_one]]

/-- Surface impedance in the extreme anomalous limit, for specular scattering and positive
`μ`, `κ`, `ω`: a positive amplitude proportional to `ω^(2/3)` times `1 - i√3`. -/
theorem impedance_eq {μ κ ω : ℝ} (hμ : 0 < μ) (hκ : 0 < κ) (hω : 0 < ω) :
    specularImpedance μ (anomalousConductivity κ) ω =
      ((2 * μ / (3 * √3) * (μ * κ) ^ (-1 / 3 : ℝ) * ω ^ (2 / 3 : ℝ) : ℝ) : ℂ)
        * (1 - (√3 : ℝ) * I) := by
  have hcongr : ∫ q in Ioi (0 : ℝ), 1 / ((q : ℂ) ^ 2 - I * μ * ω * anomalousConductivity κ q)
      = ∫ q in Ioi (0 : ℝ), kernel (μ * κ * ω) q := by
    refine setIntegral_congr_fun measurableSet_Ioi fun q hq => ?_
    have hq0 : (q : ℂ) ≠ 0 := by exact_mod_cast (ne_of_gt hq)
    have e : (q : ℂ) ^ 3 - I * ((μ * κ * ω : ℝ) : ℂ)
        = q * ((q : ℂ) ^ 2 - I * μ * ω * (κ / q)) := by
      push_cast
      linear_combination (I * μ * ω * κ) * mul_inv_cancel₀ hq0
    simp only [kernel, anomalousConductivity]
    rw [e, ← mul_div_mul_left 1 _ hq0, mul_one]
  have hpow : ω ^ (2 / 3 : ℝ) = ω * ω ^ (-1 / 3 : ℝ) := by
    rw [show (2 / 3 : ℝ) = 1 + -1 / 3 by norm_num, Real.rpow_add hω, Real.rpow_one]
  rw [specularImpedance, hcongr, (integral_kernel (by positivity)).2,
    Real.mul_rpow (by positivity) hω.le, hpow]
  generalize (μ * κ) ^ (-1 / 3 : ℝ) = u
  generalize ω ^ (-1 / 3 : ℝ) = v
  have hπ : (π : ℂ) * (π : ℂ)⁻¹ = 1 :=
    mul_inv_cancel₀ (by exact_mod_cast Real.pi_ne_zero)
  have hs : ((√3 : ℝ) : ℂ) * ((√3 : ℝ) : ℂ)⁻¹ = 1 :=
    mul_inv_cancel₀ (by exact_mod_cast (show √3 ≠ 0 by positivity))
  push_cast
  linear_combination (2 * μ * ω * u * v / 3 : ℂ) *
    (-(I + I ^ 2 * ((√3 : ℝ) : ℂ)⁻¹) * hπ - ((√3 : ℝ) : ℂ)⁻¹ * Complex.I_sq + I * hs)

/-- For positive `μ`, `κ`, `ω` the extreme-anomalous specular impedance has modulus
proportional to `ω^(2/3)` and argument exactly `-π/3`. -/
theorem impedance_norm_arg {μ κ ω : ℝ} (hμ : 0 < μ) (hκ : 0 < κ) (hω : 0 < ω) :
    ‖specularImpedance μ (anomalousConductivity κ) ω‖
      = 4 * μ / (3 * √3) * (μ * κ) ^ (-1 / 3 : ℝ) * ω ^ (2 / 3 : ℝ) ∧
    (specularImpedance μ (anomalousConductivity κ) ω).arg = -(π / 3) := by
  have hR : 0 < 4 * μ / (3 * √3) * (μ * κ) ^ (-1 / 3 : ℝ) * ω ^ (2 / 3 : ℝ) := by positivity
  -- polar form of the impedance
  have hpolar : specularImpedance μ (anomalousConductivity κ) ω =
      ((4 * μ / (3 * √3) * (μ * κ) ^ (-1 / 3 : ℝ) * ω ^ (2 / 3 : ℝ) : ℝ) : ℂ)
        * Complex.exp ((-(π / 3) : ℝ) * I) := by
    rw [impedance_eq hμ hκ hω, Complex.exp_mul_I, ← Complex.ofReal_cos, ← Complex.ofReal_sin,
      Real.cos_neg, Real.sin_neg, Real.cos_pi_div_three, Real.sin_pi_div_three]
    push_cast
    ring
  rw [hpolar]
  constructor
  · rw [norm_mul, Complex.norm_exp_ofReal_mul_I, mul_one, Complex.norm_real,
      Real.norm_of_nonneg hR.le]
  · rw [Complex.exp_mul_I]
    exact Complex.arg_mul_cos_add_sin_mul_I hR
      ⟨by linarith [Real.pi_pos], by linarith [Real.pi_pos]⟩

/-- For positive `μ`, `κ`, `ω` the surface resistance is positive and the reactance is
`-√3` times the resistance. -/
theorem reactance_eq {μ κ ω : ℝ} (hμ : 0 < μ) (hκ : 0 < κ) (hω : 0 < ω) :
    0 < (specularImpedance μ (anomalousConductivity κ) ω).re ∧
    (specularImpedance μ (anomalousConductivity κ) ω).im
      = -√3 * (specularImpedance μ (anomalousConductivity κ) ω).re := by
  have hre : (1 - ((√3 : ℝ) : ℂ) * I).re = 1 := by simp
  have him : (1 - ((√3 : ℝ) : ℂ) * I).im = -√3 := by simp
  rw [impedance_eq hμ hκ hω, Complex.re_ofReal_mul, Complex.im_ofReal_mul, hre, him]
  exact ⟨by positivity, by ring⟩

end

end AnomalousSkinEffect
```

```lean
#print axioms AnomalousSkinEffect.impedance_eq
-- 'AnomalousSkinEffect.impedance_eq' depends on axioms: [propext, Classical.choice, Quot.sound]
#print axioms AnomalousSkinEffect.impedance_norm_arg
-- 'AnomalousSkinEffect.impedance_norm_arg' depends on axioms: [propext, Classical.choice, Quot.sound]
#print axioms AnomalousSkinEffect.reactance_eq
-- 'AnomalousSkinEffect.reactance_eq' depends on axioms: [propext, Classical.choice, Quot.sound]
```

## How the lemmas carry the derivation

`sub_mem_slitPlane` says that $x-r$ avoids the cut of the logarithm when $r$ is not real. `log_sub_pole` then supplies the derivative of $\log(x-r)$ and its behaviour at infinity. The latter comes from $\log(x-r)-\log x=\log(1-r/x)$ for $x>0$.

`integrable_kernel_one` proves the bound $2/(1+x^2)$. It reads the two lower bounds on the denominator from its imaginary and real parts, and splits at $x=1$ to obtain the bound by $x$.

`integral_kernel_one` assembles $J$. The step `hd` differentiates `primitive` and recombines the partial fractions; `linear_combination` closes the algebra using $i^2=-1$ and $(\sqrt3)^2=3$. The step `hl` is the limit at infinity, where `ring` cancels the terms in $\log x$. The steps `l1`, `l2` and `l3` evaluate the three logarithms at the origin, and `integral_Ioi_of_hasDerivAt_of_tendsto'` is the fundamental theorem of calculus on the half-line.

In `integral_kernel`, `hk` is the rescaling identity, and both integrability and the value are carried over from $b=1$. In `impedance_eq`, `hcongr` multiplies through by $q$, while `hpow` writes $\omega^{2/3}$ as $\omega\cdot\omega^{-1/3}$.

`impedance_norm_arg` rewrites the closed form in polar form, `hpolar`, and reads off the modulus and argument. `reactance_eq` takes real and imaginary parts of the same closed form.
